# With no conserved label in one of two non-interacting fragments, a diagonal correlator preserves additivity exactly when it is separable

## Two distant molecules, one correlator

Two molecules far apart do not interact, and their Hamiltonian is a sum of one operator for each. In transcorrelated methods it is transformed with a correlator \(\tau\), which may depend on the states of both molecules at once. Is the transformed Hamiltonian still such a sum?

Let \(a,a'\) label the basis states of fragment A, and \(b,b'\) those of fragment B. With real matrices \(H_A\) and \(H_B\), set

\[
H=H_A\otimes 1+1\otimes H_B,\qquad \bar H=e^{-\tau}He^{\tau},
\]

where \(\tau\) is diagonal with real entries \(\tau(a,b)\). The answer depends on whether a fragment has a conserved label: a non-constant observable, diagonal in the chosen basis, that commutes with its Hamiltonian. Spin projection is an example when the Hamiltonian conserves it and the basis states have definite spin projections that are not all equal. If at least one fragment has none, then

\[
\bar H=A'\otimes 1+1\otimes B'\ \text{for some } A',B'
\iff
\tau(a,b)=\alpha(a)+\beta(b)\ \text{for some } \alpha,\beta .
\]

In transcorrelated electronic-structure methods, \(\tau\) is usually a function of the electron positions. It is then diagonal in position, but in general not in a finite basis of orbital products. The finite bases here are therefore best read as configurations of electrons on the points of a lattice or grid. The result concerns the form of the operator, not the size consistency of computed energies: an additive \(\bar H\) does not guarantee it for an approximate method, and exact energies have it even when \(\bar H\) is not additive. The exact spectrum is unchanged by any similarity transformation; an approximate method applied to \(\bar H\) has no such protection.

## How the Lean objects describe the fragments

The finite types `m` and `n` hold the basis labels of A and B. `dimer HA HB` is \(H\), for any two fragments, alike or not. `correlator τ` is the diagonal matrix, and `transform` uses the true matrix exponential, with \(e^{-\tau}\) on the left. `IsAdditive` says that real matrices \(A',B'\) exist; they need not be symmetric, and neither need \(H_A\) and \(H_B\).

`Separable` refers to the function \(\tau\), not to unentangled states. `coupling` is a mixed difference of \(\tau\), not an interaction strength:

\[
\Delta(a,a';b,b')=\tau(a,b)-\tau(a,b')-\tau(a',b)+\tau(a',b').
\]

`NoConservedLabel` says that only constant diagonal matrices commute with the fragment Hamiltonian. Physically, its nonzero matrix elements link all basis states into one connected network.

The equivalence above is `additive_iff_separable`. `forces_separable_iff` adds that its condition is sharp: additivity forces every \(\tau\) to be separable exactly when at least one fragment has no conserved label. Two special cases are a matrix \(H_A\) whose off-diagonal elements are all nonzero, and a chain whose elements \(H_{i,i+1}\) between neighbouring sites are all nonzero.

The step left to the physicist is to represent the antisymmetric electronic states of two real molecules, in continuous space, approximately in such a finite product basis.

## From matrix elements to separability

**Matrix elements.** Since \(\tau\) is diagonal,

\[
\bar H_{(a,b),(a',b')}=e^{\tau(a',b')-\tau(a,b)}\left(H_{A,aa'}\delta_{bb'}+\delta_{aa'}H_{B,bb'}\right).
\]

**Additivity implies vanishing differences.** Suppose \(\bar H=A'\otimes1+1\otimes B'\), and let \(a\ne a'\) with \(H_{A,aa'}\ne0\). With B a spectator in state \(b\),

\[
e^{\tau(a',b)-\tau(a,b)}H_{A,aa'}=A'_{aa'} .
\]

The right side does not depend on \(b\), so the exponent is the same for \(b\) and \(b'\), which gives \(\Delta(a,a';b,b')=0\). For \(a=a'\) this holds identically. Likewise, \(\Delta\) vanishes across every nonzero element of \(H_B\).

**The converse.** Suppose \(\Delta\) vanishes across all nonzero elements of both fragments. Choose reference states \(a_0,b_0\) and set

\[
A'_{aa'}=e^{\tau(a',b_0)-\tau(a,b_0)}H_{A,aa'},\qquad
B'_{bb'}=e^{\tau(a_0,b')-\tau(a_0,b)}H_{B,bb'} .
\]

The vanishing differences allow the spectator state to be replaced by the reference state, so \(\bar H=A'\otimes1+1\otimes B'\).

**Separability.** If \(\tau=\alpha+\beta\), every \(\Delta\) cancels. Conversely, \(\Delta(a,a_0;b,b_0)=0\) reads \(\tau(a,b)=\tau(a,b_0)+[\tau(a_0,b)-\tau(a_0,b_0)]\), which is separable.

**Spreading to all pairs.** A diagonal \(f\) commutes with \(H_A\) exactly when \((f(i)-f(j))H_{A,ij}=0\) for all \(i,j\). Let \(\bar H\) be additive, fix \(b,b'\), and take \(f(i)=\tau(i,b)-\tau(i,b')\). Then \(f(i)-f(j)=\Delta(i,j;b,b')\) vanishes wherever \(H_{A,ij}\ne0\), so \(f\) commutes with \(H_A\). If A has no conserved label, \(f\) is constant and every \(\Delta\) is zero. The argument for B is the same.

**Sharpness.** If both fragments have conserved labels \(f\) and \(g\), take \(\tau(a,b)=f(a)g(b)\). Then \(\Delta=(f(a)-f(a'))(g(b)-g(b'))\) vanishes across every nonzero element of either fragment, but not for all pairs of states. Thus \(\bar H\) is additive while \(\tau\) is not separable.

## Two-state fragments with numbers

Label the states of each fragment 0 and 1, and let

\[
H_A=H_B=\begin{pmatrix}0&1\\1&0\end{pmatrix},\qquad \tau(a,b)=ab\ln2 .
\]

The element of \(\bar H\) with row \((0,b)\) and column \((1,b)\) is \(e^{\tau(1,b)-\tau(0,b)}=2^b\). It is 1 for \(b=0\) and 2 for \(b=1\), but additivity would require both to equal \(A'_{01}\). With the separable choice \(\tau(a,b)=a\ln2\), both are 2, and \(\bar H\) is additive with \(A'_{01}=2\), \(A'_{10}=\tfrac12\) and \(B'=H_B\).

Now keep \(\tau(a,b)=ab\ln2\) but take \(H_A=H_B=\mathrm{diag}(0,1)\), so that both fragments have a conserved label. \(H\) commutes with \(\tau\), hence \(\bar H=H\) is additive although \(\Delta(0,1;0,1)=\ln2\).

## The complete Lean file

```lean
import Mathlib

open Matrix
open scoped Kronecker

namespace CorrelatorSizeConsistency

noncomputable section

variable {m n : Type*} [Fintype m] [DecidableEq m] [Fintype n] [DecidableEq n]

/-- The Hamiltonian `A ⊗ 1 + 1 ⊗ B` of two fragments that do not interact. -/
def dimer (A : Matrix m m ℝ) (B : Matrix n n ℝ) : Matrix (m × n) (m × n) ℝ :=
  A ⊗ₖ (1 : Matrix n n ℝ) + (1 : Matrix m m ℝ) ⊗ₖ B

/-- The correlator `τ(a,b)` as a diagonal operator on the product basis. -/
def correlator (τ : m → n → ℝ) : Matrix (m × n) (m × n) ℝ :=
  diagonal fun p => τ p.1 p.2

/-- The similarity-transformed Hamiltonian `exp(-τ) H exp(τ)`. -/
def transform (τ : m → n → ℝ) (H : Matrix (m × n) (m × n) ℝ) :
    Matrix (m × n) (m × n) ℝ :=
  NormedSpace.exp (-correlator τ) * H * NormedSpace.exp (correlator τ)

/-- An operator is additive if it is a sum of one operator for each fragment. -/
def IsAdditive (H : Matrix (m × n) (m × n) ℝ) : Prop :=
  ∃ (A : Matrix m m ℝ) (B : Matrix n n ℝ), H = dimer A B

/-- A correlator is separable if it is a sum of one function for each fragment. -/
def Separable (τ : m → n → ℝ) : Prop :=
  ∃ (α : m → ℝ) (β : n → ℝ), ∀ a b, τ a b = α a + β b

/-- The mixed difference of the correlator between two states of each fragment. -/
def coupling (τ : m → n → ℝ) (a a' : m) (b b' : n) : ℝ :=
  τ a b - τ a b' - τ a' b + τ a' b'

/-- A Hamiltonian has no conserved label if every diagonal observable that commutes
with it is constant. -/
def NoConservedLabel (H : Matrix m m ℝ) : Prop :=
  ∀ f : m → ℝ, Commute (diagonal f) H → ∀ i j, f i = f j

/-- The correlator multiplies each matrix element of `H` by the exponential of the
difference of `τ` between its two states. -/
theorem transform_apply (τ : m → n → ℝ) (H : Matrix (m × n) (m × n) ℝ) (p q : m × n) :
    transform τ H p q = Real.exp (τ q.1 q.2 - τ p.1 p.2) * H p q := by
  have hexp : ∀ v : m × n → ℝ,
      NormedSpace.exp (diagonal v) = diagonal (fun p => Real.exp (v p)) := by
    intro v
    rw [Matrix.exp_diagonal]
    congr 1
    funext p
    rw [Pi.coe_exp, Real.exp_eq_exp_ℝ]
  unfold transform correlator
  rw [diagonal_neg, hexp, hexp]
  simp only [mul_diagonal, diagonal_mul, Real.exp_sub, Real.exp_neg]
  ring

omit [Fintype m] [Fintype n] in
/-- Matrix elements of the Hamiltonian of two fragments that do not interact. -/
theorem dimer_apply (A : Matrix m m ℝ) (B : Matrix n n ℝ) (a a' : m) (b b' : n) :
    dimer A B (a, b) (a', b') =
      A a a' * (if b = b' then 1 else 0) + (if a = a' then 1 else 0) * B b b' := by
  simp [dimer, kroneckerMap_apply, one_apply]

omit [Fintype m] [DecidableEq m] [Fintype n] [DecidableEq n] in
/-- A correlator is separable exactly when all its mixed differences vanish. -/
theorem separable_iff (τ : m → n → ℝ) :
    Separable τ ↔ ∀ a a' b b', coupling τ a a' b b' = 0 := by
  constructor
  · rintro ⟨α, β, h⟩ a a' b b'
    simp only [coupling, h]
    ring
  · intro h
    by_cases hne : Nonempty (m × n)
    · obtain ⟨a0, b0⟩ := hne
      refine ⟨fun a => τ a b0, fun b => τ a0 b - τ a0 b0, fun a b => ?_⟩
      show τ a b = τ a b0 + (τ a0 b - τ a0 b0)
      have e := h a a0 b b0
      unfold coupling at e
      linarith
    · exact ⟨0, 0, fun a b => absurd ⟨(a, b)⟩ hne⟩

/-- For any two fragments, the transformed Hamiltonian is additive exactly when the mixed
difference of `τ` vanishes across every nonzero matrix element of either fragment. -/
theorem additive_iff (HA : Matrix m m ℝ) (HB : Matrix n n ℝ) (τ : m → n → ℝ) :
    IsAdditive (transform τ (dimer HA HB)) ↔
      (∀ a a', HA a a' ≠ 0 → ∀ b b', coupling τ a a' b b' = 0) ∧
      (∀ b b', HB b b' ≠ 0 → ∀ a a', coupling τ a a' b b' = 0) := by
  constructor
  · rintro ⟨A, B, h⟩
    have key : ∀ a b a' b', Real.exp (τ a' b' - τ a b) *
        (HA a a' * (if b = b' then 1 else 0) + (if a = a' then 1 else 0) * HB b b') =
        A a a' * (if b = b' then 1 else 0) + (if a = a' then 1 else 0) * B b b' := by
      intro a b a' b'
      have e := congrFun (congrFun h (a, b)) (a', b')
      rw [transform_apply, dimer_apply, dimer_apply] at e
      exact e
    constructor
    · intro a a' hH b b'
      by_cases ha : a = a'
      · subst ha
        unfold coupling
        ring
      · -- the same transition of A, with B as a spectator in b or in b'
        have e1 := key a b a' b
        have e2 := key a b' a' b'
        simp only [ha, ↓reduceIte, mul_one, zero_mul, add_zero] at e1 e2
        have e3 := Real.exp_injective (mul_right_cancel₀ hH (e1.trans e2.symm))
        unfold coupling
        linarith
    · intro b b' hH a a'
      by_cases hb : b = b'
      · subst hb
        unfold coupling
        ring
      · have e1 := key a b a b'
        have e2 := key a' b a' b'
        simp only [hb, ↓reduceIte, mul_zero, one_mul, zero_add] at e1 e2
        have e3 := Real.exp_injective (mul_right_cancel₀ hH (e1.trans e2.symm))
        unfold coupling
        linarith
  · rintro ⟨h1, h2⟩
    by_cases hne : Nonempty (m × n)
    · -- read off the fragment operators with the other fragment in a reference state
      obtain ⟨a0, b0⟩ := hne
      refine ⟨of fun a a' => Real.exp (τ a' b0 - τ a b0) * HA a a',
        of fun b b' => Real.exp (τ a0 b' - τ a0 b) * HB b b', ?_⟩
      ext ⟨a, b⟩ ⟨a', b'⟩
      rw [transform_apply, dimer_apply, dimer_apply]
      simp only [of_apply]
      have hA : b = b' → Real.exp (τ a' b' - τ a b) * HA a a' =
          Real.exp (τ a' b0 - τ a b0) * HA a a' := by
        intro hb
        by_cases h : HA a a' = 0
        · simp [h]
        · have e := h1 a a' h b b0
          unfold coupling at e
          rw [← hb, show τ a' b - τ a b = τ a' b0 - τ a b0 by linarith]
      have hB : a = a' → Real.exp (τ a' b' - τ a b) * HB b b' =
          Real.exp (τ a0 b' - τ a0 b) * HB b b' := by
        intro ha
        by_cases h : HB b b' = 0
        · simp [h]
        · have e := h2 b b' h a a0
          unfold coupling at e
          rw [← ha, show τ a b' - τ a b = τ a0 b' - τ a0 b by linarith]
      by_cases ha : a = a'
      · by_cases hb : b = b'
        · rw [if_pos ha, if_pos hb]
          linear_combination hA hb + hB ha
        · rw [if_pos ha, if_neg hb]
          linear_combination hB ha
      · by_cases hb : b = b'
        · rw [if_neg ha, if_pos hb]
          linear_combination hA hb
        · rw [if_neg ha, if_neg hb]
          ring
    · refine ⟨0, 0, ?_⟩
      ext p q
      exact absurd ⟨p⟩ hne

/-- A diagonal observable commutes with `H` exactly when it takes equal values on any two
states joined by a nonzero matrix element. -/
theorem commute_iff (f : m → ℝ) (H : Matrix m m ℝ) :
    Commute (diagonal f) H ↔ ∀ i j, H i j ≠ 0 → f i = f j := by
  constructor
  · intro h i j hH
    have e := congrFun (congrFun h.eq i) j
    rw [diagonal_mul, mul_diagonal] at e
    exact mul_right_cancel₀ hH (e.trans (mul_comm _ _))
  · intro h
    show diagonal f * H = H * diagonal f
    ext i j
    rw [diagonal_mul, mul_diagonal]
    by_cases h0 : H i j = 0
    · simp [h0]
    · rw [h i j h0, mul_comm]

/-- If at least one fragment has no conserved label, the transformed Hamiltonian is
additive exactly when the correlator is separable. -/
theorem additive_iff_separable (HA : Matrix m m ℝ) (HB : Matrix n n ℝ) (τ : m → n → ℝ)
    (h : NoConservedLabel HA ∨ NoConservedLabel HB) :
    IsAdditive (transform τ (dimer HA HB)) ↔ Separable τ := by
  rw [additive_iff, separable_iff]
  constructor
  · rintro ⟨h1, h2⟩ a a' b b'
    unfold coupling at *
    rcases h with h | h
    · -- the change of τ from b' to b is a diagonal observable conserved by HA
      have e := h (fun i => τ i b - τ i b')
        ((commute_iff _ _).2 fun i j hij => by linarith [h1 i j hij b b']) a a'
      linarith
    · have e := h (fun j => τ a j - τ a' j)
        ((commute_iff _ _).2 fun i j hij => by linarith [h2 i j hij a a']) b b'
      linarith
  · intro h0
    exact ⟨fun a a' _ b b' => h0 a a' b b', fun b b' _ a a' => h0 a a' b b'⟩

/-- Additivity of the transformed Hamiltonian forces every correlator to be separable
exactly when at least one fragment has no conserved label. -/
theorem forces_separable_iff (HA : Matrix m m ℝ) (HB : Matrix n n ℝ) :
    (∀ τ : m → n → ℝ, IsAdditive (transform τ (dimer HA HB)) → Separable τ) ↔
      NoConservedLabel HA ∨ NoConservedLabel HB := by
  constructor
  · intro h
    by_contra hn
    simp only [NoConservedLabel, not_or, not_forall] at hn
    obtain ⟨⟨f, hf, a, a', hfa⟩, ⟨g, hg, b, b', hgb⟩⟩ := hn
    -- the product of the two conserved labels is a correlator that is not separable
    have hadd : IsAdditive (transform (fun a b => f a * g b) (dimer HA HB)) := by
      refine (additive_iff _ _ _).2 ⟨fun i j hij k l => ?_, fun k l hkl i j => ?_⟩
      · simp only [coupling, (commute_iff _ _).1 hf i j hij]
        ring
      · simp only [coupling, (commute_iff _ _).1 hg k l hkl]
        ring
    have s := (separable_iff _).1 (h _ hadd) a a' b b'
    have e : (f a - f a') * (g b - g b') = 0 := by
      unfold coupling at s
      linarith
    rcases mul_eq_zero.1 e with e | e
    · exact hfa (sub_eq_zero.1 e)
    · exact hgb (sub_eq_zero.1 e)
  · intro h τ
    exact (additive_iff_separable HA HB τ h).1

/-- If all off-diagonal elements of `HA` are nonzero, the transformed Hamiltonian is
additive exactly when the correlator is separable. -/
theorem additive_iff_separable_of_offDiag (HA : Matrix m m ℝ) (HB : Matrix n n ℝ)
    (τ : m → n → ℝ) (h : ∀ a a', a ≠ a' → HA a a' ≠ 0) :
    IsAdditive (transform τ (dimer HA HB)) ↔ Separable τ := by
  refine additive_iff_separable HA HB τ (Or.inl fun f hf i j => ?_)
  by_cases hij : i = j
  · rw [hij]
  · exact (commute_iff _ _).1 hf i j (h i j hij)

/-- A chain of sites whose elements `H i (i + 1)` between neighbours are all nonzero has no
conserved label. -/
theorem noConservedLabel_chain {N : ℕ} (H : Matrix (Fin (N + 1)) (Fin (N + 1)) ℝ)
    (h : ∀ i : Fin N, H i.castSucc i.succ ≠ 0) : NoConservedLabel H := by
  intro f hf
  have h0 : ∀ i, f i = f 0 := by
    intro i
    induction i using Fin.induction with
    | zero => rfl
    | succ i ih => exact ((commute_iff _ _).1 hf _ _ (h i)).symm.trans ih
  intro i j
  rw [h0 i, h0 j]

end

end CorrelatorSizeConsistency
```

```lean
#print axioms CorrelatorSizeConsistency.additive_iff_separable
#print axioms CorrelatorSizeConsistency.forces_separable_iff
#print axioms CorrelatorSizeConsistency.additive_iff_separable_of_offDiag
#print axioms CorrelatorSizeConsistency.noConservedLabel_chain
```

```
'CorrelatorSizeConsistency.additive_iff_separable' depends on axioms: [propext, Classical.choice, Quot.sound]
'CorrelatorSizeConsistency.forces_separable_iff' depends on axioms: [propext, Classical.choice, Quot.sound]
'CorrelatorSizeConsistency.additive_iff_separable_of_offDiag' depends on axioms: [propext, Classical.choice, Quot.sound]
'CorrelatorSizeConsistency.noConservedLabel_chain' depends on axioms: [propext, Classical.choice, Quot.sound]
```

## The lemmas and the steps they carry out

`transform_apply` turns the exponential of a diagonal matrix into entrywise exponentials and obtains the factor \(e^{\tau(a',b')-\tau(a,b)}\). `dimer_apply` writes the Kronecker deltas as `if` expressions. `separable_iff` uses the reference-state decomposition above.

In `additive_iff`, `key` is the entrywise form of additivity. The equations `e1` and `e2` describe one transition with two spectator states; `mul_right_cancel₀` removes the nonzero matrix element, and `Real.exp_injective` equates the exponents. For the converse, `hA` and `hB` replace the spectator by the reference state, and four cases, according to whether \(a=a'\) and \(b=b'\), complete the comparison. An empty basis is handled separately.

`commute_iff` is the commutation criterion for diagonal observables. `additive_iff_separable` applies it to the difference of \(\tau\) between two spectator states, and `forces_separable_iff` builds the product of two conserved labels.

`additive_iff_separable_of_offDiag` needs only one application of the criterion for each pair of distinct states. `noConservedLabel_chain` goes along the chain by induction, carrying the value of \(f\) at site 0 from each site to the next.
